# For a fixed two-level Fock matrix, the DIIS error of an orbital density rotated by θ is the level gap times |cos θ| times its distance from the first level's density

A two-level system has the fixed Fock matrix diag(a, b) with a ≤ b, in an orthonormal basis, and D is the density matrix of the single normalised real orbital (cos θ, sin θ). The lemma states that the Frobenius norm of the DIIS error FD − DF is exactly (b − a) |cos θ| times the Frobenius distance of D from diag(1, 0), the density of the first level. The attempt writes out the commutator and the density difference as explicit 2 × 2 matrices. It then compares the squares of the two sides, which are nonnegative, and finishes with cos² θ + sin² θ = 1.

In Lean, a first try:

```lean
import Mathlib

open Matrix
open scoped ComplexOrder Matrix.Norms.Frobenius

namespace TwoLevelResidualEq

noncomputable section

variable {𝕜 n : Type*} [RCLike 𝕜] [Fintype n] [DecidableEq n]

/-- The DIIS error matrix `F D - D F` of a Fock matrix `F` and a density matrix `D` in an
orthonormal basis. -/
def diisResidual (F D : Matrix n n 𝕜) : Matrix n n 𝕜 := F * D - D * F

/-- The squared Frobenius norm is the sum of the squared moduli of the entries. -/
theorem norm_sq_eq_sum (X : Matrix n n 𝕜) : ‖X‖ ^ 2 = ∑ i, ∑ j, ‖X i j‖ ^ 2 := by
  rw [Matrix.frobenius_norm_def, ← Real.sqrt_eq_rpow, Real.sq_sqrt (by positivity)]
  simp only [Real.rpow_two]

/-- The density matrix of one orbital in a two-level system, rotated by the angle `θ` from the
first level towards the second. -/
def rotatedDensity (θ : ℝ) : Matrix (Fin 2) (Fin 2) ℝ :=
  !![Real.cos θ ^ 2, Real.cos θ * Real.sin θ; Real.cos θ * Real.sin θ, Real.sin θ ^ 2]

/-- In the two-level system with energies `a ≤ b`, the DIIS error of the rotated density is
exactly `(b - a) |cos θ|` times its distance from the density of the first level. -/
theorem twoLevel_residual_eq {a b : ℝ} (hab : a ≤ b) (θ : ℝ) :
    ‖diisResidual (diagonal ![a, b]) (rotatedDensity θ)‖
      = (b - a) * |Real.cos θ| * ‖rotatedDensity θ - diagonal ![(1 : ℝ), 0]‖ := by
  have hn : ∀ p q r t : ℝ, ‖!![p, q; r, t]‖ ^ 2 = p ^ 2 + q ^ 2 + (r ^ 2 + t ^ 2) := by
    intro p q r t
    rw [norm_sq_eq_sum]
    simp [Fin.sum_univ_two]
  have hR : diisResidual (diagonal ![a, b]) (rotatedDensity θ)
      = !![0, (a - b) * (Real.cos θ * Real.sin θ);
          (b - a) * (Real.cos θ * Real.sin θ), 0] := by
    ext i j
    fin_cases i <;> fin_cases j <;>
      simp [diisResidual, rotatedDensity, Matrix.mul_apply, Fin.sum_univ_two] <;> ring
  have hD : rotatedDensity θ - diagonal ![(1 : ℝ), 0]
      = !![Real.cos θ ^ 2 - 1, Real.cos θ * Real.sin θ;
          Real.cos θ * Real.sin θ, Real.sin θ ^ 2] := by
    ext i j
    fin_cases i <;> fin_cases j <;> simp [rotatedDensity]
  have hba : 0 ≤ b - a := sub_nonneg.2 hab
  -- compare the squares of both sides
  refine (sq_eq_sq₀ (norm_nonneg _) (by positivity)).1 ?_
  rw [hR, hD, mul_pow, mul_pow, hn, hn, sq_abs]
  linear_combination (-(b - a) ^ 2 * Real.cos θ ^ 2 *
    (Real.cos θ ^ 2 + Real.sin θ ^ 2 - 1)) * Real.cos_sq_add_sin_sq θ

end

end TwoLevelResidualEq
```

Compiling this gives:

```
Try this:
  [apply] ring_nf
  
  The `ring` tactic failed to close the goal. Use `ring_nf` to obtain a normal form.
    
  Note that `ring` works primarily in *commutative* rings. If you have a noncommutative ring, abelian group or module, consider using `noncomm_ring`, `abel` or `module` instead.
Try this:
  [apply] ring_nf
  
  The `ring` tactic failed to close the goal. Use `ring_nf` to obtain a normal form.
    
  Note that `ring` works primarily in *commutative* rings. If you have a noncommutative ring, abelian group or module, consider using `noncomm_ring`, `abel` or `module` instead.
Try this:
  [apply] ring_nf
  
  The `ring` tactic failed to close the goal. Use `ring_nf` to obtain a normal form.
    
  Note that `ring` works primarily in *commutative* rings. If you have a noncommutative ring, abelian group or module, consider using `noncomm_ring`, `abel` or `module` instead.
Try this:
  [apply] ring_nf
  
  The `ring` tactic failed to close the goal. Use `ring_nf` to obtain a normal form.
    
  Note that `ring` works primarily in *commutative* rings. If you have a noncommutative ring, abelian group or module, consider using `noncomm_ring`, `abel` or `module` instead.
Main.lean:37:53: error: unsolved goals
case «0».«0»
a b : ℝ
hab : a ≤ b
θ : ℝ
hn : ∀ (p q r t : ℝ), ‖!![p, q; r, t]‖ ^ 2 = p ^ 2 + q ^ 2 + (r ^ 2 + t ^ 2)
⊢ a * Real.cos θ ^ 2 - (![Real.cos θ ^ 2, Real.cos θ * Real.sin θ] ᵥ* diagonal ![a, b]) 0 = 0

case «0».«1»
a b : ℝ
hab : a ≤ b
θ : ℝ
hn : ∀ (p q r t : ℝ), ‖!![p, q; r, t]‖ ^ 2 = p ^ 2 + q ^ 2 + (r ^ 2 + t ^ 2)
⊢ a * Real.cos θ * Real.sin θ - (![Real.cos θ ^ 2, Real.cos θ * Real.sin θ] ᵥ* diagonal ![a, b]) 1 =
    a * Real.cos θ * Real.sin θ - Real.cos θ * Real.sin θ * b

case «1».«0»
a b : ℝ
hab : a ≤ b
θ : ℝ
hn : ∀ (p q r t : ℝ), ‖!![p, q; r, t]‖ ^ 2 = p ^ 2 + q ^ 2 + (r ^ 2 + t ^ 2)
⊢ b * Real.cos θ * Real.sin θ - (![Real.cos θ * Real.sin θ, Real.sin θ ^ 2] ᵥ* diagonal ![a, b]) 0 =
    b * Real.cos θ * Real.sin θ - Real.cos θ * Real.sin θ * a

case «1».«1»
a b : ℝ
hab : a ≤ b
θ : ℝ
hn : ∀ (p q r t : ℝ), ‖!![p, q; r, t]‖ ^ 2 = p ^ 2 + q ^ 2 + (r ^ 2 + t ^ 2)
⊢ b * Real.sin θ ^ 2 - (![Real.sin θ * Real.cos θ, Real.sin θ ^ 2] ᵥ* diagonal ![a, b]) 1 = 0
```

Diagnosis. The error is in `hR`, which computes the commutator entry by entry. Each of the four "Try this" messages reports that `ring` failed to close a goal, and the unsolved goals show why, one for each entry. The entry of FD has been worked out, but that of DF is still a row vector times a matrix, such as `(![Real.cos θ ^ 2, Real.cos θ * Real.sin θ] ᵥ* diagonal ![a, b]) 0`. Once `simp` had unfolded `rotatedDensity` into an explicit matrix, it rewrote the product by rows, and `Matrix.mul_apply` no longer matched the resulting `ᵥ*` expression. `ring` does not evaluate such a product, so it cannot see that the two sides agree.

The repair takes the entries while `rotatedDensity` is still folded and `i` and `j` are general. `rw` unfolds `diisResidual`, `Matrix.sub_apply` splits the entry of the difference, and `diagonal_mul` and `mul_diagonal` turn the two products into ordinary products of numbers. After `fin_cases`, `simp` only has to read off entries, and `ring` can finish the arithmetic. `Matrix.mul_apply` and `Fin.sum_univ_two` are dropped because no sum remains to be expanded.

The repair, with which the file compiles:

```diff
@@ -37,6 +37,6 @@
           (b - a) * (Real.cos θ * Real.sin θ), 0] := by
     ext i j
-    fin_cases i <;> fin_cases j <;>
-      simp [diisResidual, rotatedDensity, Matrix.mul_apply, Fin.sum_univ_two] <;> ring
+    rw [diisResidual, Matrix.sub_apply, diagonal_mul, mul_diagonal]
+    fin_cases i <;> fin_cases j <;> simp [rotatedDensity] <;> ring
   have hD : rotatedDensity θ - diagonal ![(1 : ℝ), 0]
       = !![Real.cos θ ^ 2 - 1, Real.cos θ * Real.sin θ;
```
